# Positive squared hoppings make the roots of successive chain polynomials interlace

## Levels lost in a search

Suppose the one-electron energy levels of an open, non-interacting chain, with orthonormal orbitals, one per site, and hopping only between neighbours, are sought by scanning its characteristic polynomial for sign changes on a grid. If two levels fall between neighbouring grid points, the sign changes twice, the scan sees nothing, and both levels are lost. A finer grid may separate them, but the signs on the grid do not show where to refine it.

The levels of the chain without its last site supply that information. When the chain has at least two sites and every hopping is non-zero, they separate the new levels: one new level lies below all the old ones, one above, and exactly one in each gap.

## From the chain to a recurrence

Take an open, non-interacting chain with on-site energies $a_0, a_1, \dots$ and a hopping $t_k$ between sites $k-1$ and $k$. Let $H_n$ be the Hamiltonian matrix of the first $n$ sites in the orthonormal site orbitals, and let $c_k = |t_k|^2$. Note that $c_k$ is the squared hopping, not the hopping itself. Expanding $P_n(x) = \det(x - H_n)$ along the last row gives

$$P_0 = 1,\qquad P_1 = x - a_0,\qquad P_{n+2} = (x - a_{n+1})P_{n+1} - c_{n+1}P_n .$$

The theorems start from this recurrence; the determinant expansion is the step that connects them to the Hamiltonian. For this finite, non-interacting chain, Cramer's rule gives the Green's function of the last of $n+1$ sites as $P_n/P_{n+1}$, so interlacing means that its zeros and poles alternate.

## What is claimed

Let $c_k > 0$ for all $k \ge 1$, which says that no bond is cut. Then for every $n \ge 0$:

- $P_n$ has exactly $n$ distinct real roots;
- if $u < v$ are roots of $P_{n+1}$ with no root of $P_{n+1}$ between them, exactly one root of $P_n$ lies strictly between $u$ and $v$.

In Lean, `chainPoly a c n` is $P_n$, `X` is the variable, and the capital `C` turns a real number into a constant polynomial. The energies and squared hoppings are infinite real sequences, of which $P_n$ uses only $a_0,\dots,a_{n-1}$ and $c_1,\dots,c_{n-1}$. A finite chain is therefore continued by any positive $c_k$. The hypothesis `∀ k, 0 < c (k + 1)` leaves out $c_0$, which belongs to no bond.

The first claim in `interlacing` is a strictly increasing list `x : Fin n → ℝ` such that a real number is a zero of $P_n$ precisely when it is in the list. In the second, "consecutive" is the hypothesis that $P_{n+1}$ is non-zero between $u$ and $v$, and `∃!` means "exactly one". Rings and chains with longer-range hopping do not in general obey this recurrence, and the theorems do not cover them.

## The derivation

**Degree and far signs.** $P_n$ is monic of degree $n$: in the recurrence the first term is monic of degree $n+2$, and the second has degree at most $n$. Hence $P_{n+2}$ is positive far to the right. For the left, let $\tilde P_n$ be the polynomial with energies $-a_k$ and the same $c_k$. By induction $\tilde P_n(-x) = (-1)^n P_n(x)$. Since $\tilde P_{n+2}$ is positive far to the right, $P_{n+2}$ has the sign $(-1)^{n+2} = (-1)^n$ far to the left.

**Induction hypothesis.** Assume

$$P_n = \prod_{i<n}(x - x_i),\qquad P_{n+1} = \prod_{i\le n}(x - y_i),\qquad y_i < x_i < y_{i+1}\ \ (i<n).$$

For $n=0$ this holds with $y_0 = a_0$ and no $x_i$.

**Signs at the old roots.** At $y_j$ the first term of the recurrence vanishes, so

$$P_{n+2}(y_j) = -c_{n+1}P_n(y_j) = -c_{n+1}\prod_{i<n}(y_j - x_i).$$

Of the $x_i$, $j$ lie below $y_j$ and $n-j$ above, so the product has the sign $(-1)^{n-j} = (-1)^{n+j}$. Therefore $P_{n+2}(y_j)$ has the sign $-(-1)^{n+j}$.

**Counting sign changes.** These signs alternate with $j$, which gives a root between each pair of neighbours $y_j, y_{j+1}$. At $y_n$ the value is negative, while far to the right it is positive: another root. At $y_0$ the sign is $-(-1)^n$, while far to the left it is $(-1)^n$: one more. Altogether there are $n+2$ roots,

$$z_0 < y_0 < z_1 < y_1 < \dots < y_n < z_{n+1}.$$

They exhaust the degree, so $P_{n+2} = \prod_{i\le n+1}(x - z_i)$, and the hypothesis holds for the next $n$.

The minus sign in front of $c_{n+1}$ is easily dropped here. The signs at the $y_j$ still alternate without it, but the changes at both ends disappear, and only $n$ of the $n+2$ roots are found.

**Reading off the claim.** Consecutive roots of $P_{n+1}$ are $y_i$ and $y_{i+1}$, with $x_i$ between them. If $k<i$, then $x_k < y_{k+1} \le y_i$; if $k>i$, then $x_k > y_k \ge y_{i+1}$. No other root of $P_n$ fits.

## Two sites, and a cut bond

For $n=1$, $P_2 = (x-a_0)(x-a_1) - c_1$ has the roots

$$\frac{a_0+a_1}{2} \pm \sqrt{\left(\frac{a_0-a_1}{2}\right)^2 + c_1}.$$

Since $P_2(a_0) = -c_1 < 0$, the single-site level $a_0$ lies strictly between them. If $a_0=a_1$ and $c_1 \to 0$, the two roots merge at $a_0$. So $c_1 \ge 0$ is not enough for distinct roots.

## The Lean file

```lean
import Mathlib

open Polynomial

namespace TruncatedChain

/-- The polynomials of a chain with on-site energies `a k` and squared hoppings `c k`, built by
adding one site at a time; `c 0` does not enter. -/
noncomputable def chainPoly (a c : ℕ → ℝ) : ℕ → ℝ[X]
  | 0 => 1
  | 1 => X - C (a 0)
  | n + 2 => (X - C (a (n + 1))) * chainPoly a c (n + 1) - C (c (n + 1)) * chainPoly a c n

/-- The polynomial of the chain with `n` sites is monic of degree `n`. -/
theorem chainPoly_monic (a c : ℕ → ℝ) :
    ∀ n, (chainPoly a c n).Monic ∧ (chainPoly a c n).natDegree = n
  | 0 => by simp [chainPoly]
  | 1 => by
    rw [chainPoly]
    exact ⟨monic_X_sub_C _, natDegree_X_sub_C _⟩
  | n + 2 => by
    obtain ⟨h1, d1⟩ := chainPoly_monic a c (n + 1)
    obtain ⟨_, d0⟩ := chainPoly_monic a c n
    have hm : ((X - C (a (n + 1))) * chainPoly a c (n + 1)).Monic := (monic_X_sub_C _).mul h1
    have hd : ((X - C (a (n + 1))) * chainPoly a c (n + 1)).natDegree = n + 2 := by
      rw [(monic_X_sub_C _).natDegree_mul h1, natDegree_X_sub_C, d1]
      omega
    have hl : (C (c (n + 1)) * chainPoly a c n).natDegree <
        ((X - C (a (n + 1))) * chainPoly a c (n + 1)).natDegree := by
      have := natDegree_C_mul_le (c (n + 1)) (chainPoly a c n)
      omega
    rw [chainPoly]
    exact ⟨hm.sub_of_left (degree_lt_degree hl),
      by rw [natDegree_sub_eq_left_of_natDegree_lt hl, hd]⟩

/-- Reversing the sign of all on-site energies reflects the chain polynomial about zero energy,
up to the sign `(-1)^n`. -/
theorem chainPoly_reflect (a c : ℕ → ℝ) (t : ℝ) :
    ∀ n, (chainPoly (fun k => -a k) c n).eval (-t) = (-1) ^ n * (chainPoly a c n).eval t
  | 0 => by simp [chainPoly]
  | 1 => by
    simp only [chainPoly, eval_sub, eval_X, eval_C]
    ring
  | n + 2 => by
    have h1 := chainPoly_reflect a c t (n + 1)
    have h0 := chainPoly_reflect a c t n
    simp only [chainPoly, eval_sub, eval_mul, eval_X, eval_C, h1, h0]
    ring

/-- Above any energy `B` there is a point where the polynomial of a non-empty chain is
positive. -/
theorem exists_pos_above (a c : ℕ → ℝ) (n : ℕ) (B : ℝ) :
    ∃ R, B < R ∧ 0 < (chainPoly a c (n + 1)).eval R := by
  obtain ⟨hm, hd⟩ := chainPoly_monic a c (n + 1)
  have hdeg : 0 < (chainPoly a c (n + 1)).degree :=
    natDegree_pos_iff_degree_pos.1 (by omega)
  have ht := tendsto_atTop_of_leadingCoeff_nonneg _ hdeg
    (by rw [hm.leadingCoeff]; exact zero_le_one)
  obtain ⟨R, h1, h2⟩ :=
    ((ht.eventually_gt_atTop 0).and (Filter.eventually_gt_atTop B)).exists
  exact ⟨R, h2, h1⟩

/-- A list of energies `y 0, ..., y n` that increases at each step is strictly increasing. -/
theorem increasing_of_steps (y : ℕ → ℝ) (n : ℕ) (h : ∀ i < n, y i < y (i + 1)) :
    StrictMonoOn y (Set.Iic n) := by
  intro i _ j hj hij
  have hj' : j ≤ n := hj
  clear hj
  induction j with
  | zero => omega
  | succ j ih =>
    have hs := h j (by omega)
    rcases Nat.lt_or_eq_of_le (Nat.le_of_lt_succ hij) with h1 | h1
    · exact (ih h1 (by omega)).trans hs
    · rw [h1]
      exact hs

/-- If the first `k` of the `m` levels `x i` lie below the energy `t` and the others above it, the
product of the differences `t - x i` has the sign `(-1)^(m+k)`. -/
theorem sign_of_product (x : ℕ → ℝ) (t : ℝ) (m k : ℕ) (hk : k ≤ m) (lo : ∀ i < k, x i < t)
    (hi : ∀ i, k ≤ i → i < m → t < x i) :
    0 < (-1 : ℝ) ^ (m + k) * ∏ i ∈ Finset.range m, (t - x i) := by
  induction m with
  | zero =>
    have h : k = 0 := by omega
    simp [h]
  | succ m ih =>
    rcases Nat.lt_or_eq_of_le hk with h | h
    · have h1 := ih (by omega) (fun i p q => hi i p (by omega))
      have h2 := hi m (by omega) (by omega)
      rw [Finset.prod_range_succ]
      calc 0 < ((-1 : ℝ) ^ (m + k) * ∏ i ∈ Finset.range m, (t - x i)) * (x m - t) :=
            mul_pos h1 (sub_pos.2 h2)
        _ = _ := by ring
    · rw [h, Even.neg_one_pow ⟨m + 1, rfl⟩, one_mul]
      exact Finset.prod_pos fun i hi' =>
        sub_pos.2 (lo i (by have := Finset.mem_range.1 hi'; omega))

/-- A monic polynomial of degree `n + 1` that vanishes at `n + 1` increasing energies is the
product of the corresponding linear factors. -/
theorem eq_prod_of_roots (p : ℝ[X]) (n : ℕ) (z : ℕ → ℝ) (hm : p.Monic)
    (hd : p.natDegree = n + 1) (hz : ∀ i < n, z i < z (i + 1))
    (h0 : ∀ i ≤ n, p.eval (z i) = 0) :
    p = ∏ i ∈ Finset.range (n + 1), (X - C (z i)) := by
  have hs := increasing_of_steps z n hz
  refine eq_of_monic_of_dvd_of_natDegree_le
    (monic_prod_of_monic _ _ fun i _ => monic_X_sub_C _) hm ?_ ?_
  · refine Finset.prod_dvd_of_coprime ?_ ?_
    · intro i hi j hj hij
      have hi' : i ≤ n := Nat.le_of_lt_succ (Finset.mem_range.1 hi)
      have hj' : j ≤ n := Nat.le_of_lt_succ (Finset.mem_range.1 hj)
      exact isCoprime_X_sub_C_of_isUnit_sub
        (sub_ne_zero.2 fun h => hij (hs.injOn hi' hj' h)).isUnit
    · intro i hi
      exact dvd_iff_isRoot.2 (h0 i (Nat.le_of_lt_succ (Finset.mem_range.1 hi)))
  · rw [natDegree_prod_of_monic _ _ (fun i _ => monic_X_sub_C _), hd]
    simp

/-- For positive squared hoppings the polynomials of the chains with `n` and `n + 1` sites factor
over the reals, with roots `x i` and `y i` that alternate: `y 0 < x 0 < y 1 < x 1 < ... < y n`. -/
theorem factor_and_alternate (a c : ℕ → ℝ) (hc : ∀ k, 0 < c (k + 1)) (n : ℕ) :
    ∃ x y : ℕ → ℝ, chainPoly a c n = ∏ i ∈ Finset.range n, (X - C (x i)) ∧
      chainPoly a c (n + 1) = ∏ i ∈ Finset.range (n + 1), (X - C (y i)) ∧
      ∀ i < n, y i < x i ∧ x i < y (i + 1) := by
  induction n with
  | zero => exact ⟨fun _ => 0, fun _ => a 0, by simp [chainPoly], by simp [chainPoly], by simp⟩
  | succ n ih =>
    obtain ⟨x, y, hx, hy, hxy⟩ := ih
    have step : ∀ i < n, y i < y (i + 1) := fun i hi => (hxy i hi).1.trans (hxy i hi).2
    have mono := (increasing_of_steps y n step).monotoneOn
    set q := chainPoly a c (n + 2) with hq
    -- at a root of the middle polynomial the recurrence leaves only the hopping term
    have hs : ∀ j ≤ n, 0 < (-1 : ℝ) ^ (n + j) * -(q.eval (y j)) := by
      intro j hj
      have h0 : (chainPoly a c (n + 1)).eval (y j) = 0 := by
        rw [hy, eval_prod]
        exact Finset.prod_eq_zero (Finset.mem_range.2 (Nat.lt_succ_of_le hj)) (by simp)
      have h1 := sign_of_product x (y j) n j hj
        (fun i hi => (hxy i (by omega)).2.trans_le
          (mono (Set.mem_Iic.2 (by omega)) (Set.mem_Iic.2 hj) hi))
        (fun i hi hin => (mono (Set.mem_Iic.2 hj) (Set.mem_Iic.2 hin.le) hi).trans_lt
          (hxy i hin).1)
      have h2 : (chainPoly a c n).eval (y j) = ∏ i ∈ Finset.range n, (y j - x i) := by
        rw [hx, eval_prod]
        simp
      have h3 : q.eval (y j) = -(c (n + 1) * (chainPoly a c n).eval (y j)) := by
        rw [hq, chainPoly, eval_sub, eval_mul, h0, eval_mul, eval_C]
        ring
      rw [← h2] at h1
      rw [h3]
      calc 0 < c (n + 1) * ((-1 : ℝ) ^ (n + j) * (chainPoly a c n).eval (y j)) :=
            mul_pos (hc n) h1
        _ = _ := by ring
    have ivt : ∀ l u s : ℝ, l < u → 0 < s * q.eval l → s * q.eval u < 0 →
        ∃ r, l < r ∧ r < u ∧ q.eval r = 0 := by
      intro l u s hlu hl hu
      have hcont : ContinuousOn (fun t => s * q.eval t) (Set.Icc l u) :=
        (continuous_const.mul q.continuous).continuousOn
      obtain ⟨r, hr, h⟩ := intermediate_value_Ioo' hlu.le hcont ⟨hu, hl⟩
      have hs0 : s ≠ 0 := by
        rintro rfl
        simp at hl
      exact ⟨r, hr.1, hr.2, (mul_eq_zero.1 h).resolve_left hs0⟩
    -- one point beyond each end of the spectrum
    obtain ⟨R, hR, hRq⟩ := exists_pos_above a c (n + 1) (y n)
    obtain ⟨L, hL, hLq⟩ := exists_pos_above (fun k => -a k) c (n + 1) (-y 0)
    have hLq' : 0 < (-1 : ℝ) ^ n * q.eval (-L) := by
      have h := chainPoly_reflect a c (-L) (n + 2)
      rw [neg_neg] at h
      have e : (-1 : ℝ) ^ (n + 2) = (-1) ^ n := by ring
      rw [e] at h
      exact h ▸ hLq
    have hroot : ∀ i, i < n + 2 → ∃ r, q.eval r = 0 ∧ (∀ j, j + 1 = i → y j < r) ∧
        (i < n + 1 → r < y i) := by
      intro i hi
      rcases i with _ | j
      · have h := hs 0 (Nat.zero_le n)
        rw [add_zero, mul_neg] at h
        obtain ⟨r, _, h2, h3⟩ := ivt (-L) (y 0) ((-1) ^ n) (by linarith) hLq' (by linarith)
        exact ⟨r, h3, fun j hj => by omega, fun _ => h2⟩
      · by_cases hj : j + 1 < n + 1
        · have h := hs j (by omega)
          have h' := hs (j + 1) (by omega)
          have e : (-1 : ℝ) ^ (n + (j + 1)) = -(-1) ^ (n + j) := by ring
          rw [e, neg_mul_neg] at h'
          rw [mul_neg] at h
          obtain ⟨r, h1, h2, h3⟩ := ivt (y j) (y (j + 1)) (-(-1) ^ (n + j))
            (step j (by omega)) (by rw [neg_mul]; exact h) (by rw [neg_mul]; linarith)
          exact ⟨r, h3, fun k hk => by rw [show k = j by omega]; exact h1, fun _ => h2⟩
        · have h := hs n le_rfl
          rw [Even.neg_one_pow ⟨n, rfl⟩, one_mul] at h
          have hRq' : 0 < q.eval R := hRq
          obtain ⟨r, h1, _, h3⟩ := ivt (y n) R (-1) hR (by linarith) (by linarith)
          exact ⟨r, h3, fun k hk => by rw [show k = n by omega]; exact h1,
            fun h => absurd h hj⟩
    choose! z hz using hroot
    have hzy : ∀ i < n + 1, z i < y i ∧ y i < z (i + 1) := fun i hi =>
      ⟨(hz i (by omega)).2.2 hi, (hz (i + 1) (by omega)).2.1 i rfl⟩
    obtain ⟨hm, hd⟩ := chainPoly_monic a c (n + 2)
    exact ⟨y, z, hy, eq_prod_of_roots q (n + 1) z hm hd
      (fun i hi => (hzy i hi).1.trans (hzy i hi).2) (fun i hi => (hz i (by omega)).1), hzy⟩

/-- Interlacing of truncated chains: for positive squared hoppings `P_n` has exactly `n` distinct
real roots, and exactly one of them lies strictly between any two consecutive roots `u < v` of
`P_(n+1)`. -/
theorem interlacing (a c : ℕ → ℝ) (hc : ∀ k, 0 < c (k + 1)) (n : ℕ) :
    (∃ x : Fin n → ℝ, StrictMono x ∧ ∀ t, (chainPoly a c n).eval t = 0 ↔ ∃ i, t = x i) ∧
    ∀ u v, u < v → (chainPoly a c (n + 1)).eval u = 0 → (chainPoly a c (n + 1)).eval v = 0 →
      (∀ t, u < t → t < v → (chainPoly a c (n + 1)).eval t ≠ 0) →
      ∃! t, u < t ∧ t < v ∧ (chainPoly a c n).eval t = 0 := by
  obtain ⟨x, y, hx, hy, hxy⟩ := factor_and_alternate a c hc n
  have hst := increasing_of_steps y n fun i hi => (hxy i hi).1.trans (hxy i hi).2
  have mono : ∀ i j, i ≤ j → j ≤ n → y i ≤ y j := fun i j hij hj =>
    hst.monotoneOn (Set.mem_Iic.2 (hij.trans hj)) (Set.mem_Iic.2 hj) hij
  have rx : ∀ t, (chainPoly a c n).eval t = 0 ↔ ∃ i < n, t = x i := by
    intro t
    rw [hx, eval_prod, Finset.prod_eq_zero_iff]
    simp [sub_eq_zero]
  have ry : ∀ t, (chainPoly a c (n + 1)).eval t = 0 ↔ ∃ i < n + 1, t = y i := by
    intro t
    rw [hy, eval_prod, Finset.prod_eq_zero_iff]
    simp [sub_eq_zero]
  constructor
  · refine ⟨fun i => x i, fun i j hij => ?_, fun t => ?_⟩
    · exact ((hxy i i.2).2.trans_le (mono (i + 1) j hij j.2.le)).trans (hxy j j.2).1
    · rw [rx]
      exact ⟨fun ⟨i, hi, h⟩ => ⟨⟨i, hi⟩, h⟩, fun ⟨i, h⟩ => ⟨i, i.2, h⟩⟩
  · intro u v huv hu hv hno
    obtain ⟨i, hi, rfl⟩ := (ry u).1 hu
    obtain ⟨j, hj, rfl⟩ := (ry v).1 hv
    have hij : i < j := by
      by_contra h
      exact absurd huv (not_lt_of_ge (mono j i (by omega) (by omega)))
    -- consecutive roots carry consecutive labels
    have hji : j = i + 1 := by
      by_contra h
      exact hno (y (i + 1))
        (hst (Set.mem_Iic.2 (by omega)) (Set.mem_Iic.2 (by omega)) (by omega))
        (hst (Set.mem_Iic.2 (by omega)) (Set.mem_Iic.2 (by omega)) (by omega))
        ((ry _).2 ⟨i + 1, by omega, rfl⟩)
    rw [hji]
    have hin : i < n := by omega
    refine ⟨x i, ⟨(hxy i hin).1, (hxy i hin).2, (rx _).2 ⟨i, hin, rfl⟩⟩, ?_⟩
    rintro t ⟨h1, h2, h3⟩
    obtain ⟨k, hk, rfl⟩ := (rx t).1 h3
    rcases lt_trichotomy k i with h | h | h
    · linarith [(hxy k hk).2, mono (k + 1) i h (by omega)]
    · rw [h]
    · linarith [(hxy k hk).1, mono (i + 1) k h hk.le]

/-- The condition on the hoppings matters: if the first two on-site energies agree and `c 1` is
not positive, `P_2` does not have two distinct real roots. -/
theorem no_splitting (a c : ℕ → ℝ) (ha : a 1 = a 0) (hc : c 1 ≤ 0) (u v : ℝ)
    (hu : (chainPoly a c 2).eval u = 0) (hv : (chainPoly a c 2).eval v = 0) : u = v := by
  have key : ∀ t, (chainPoly a c 2).eval t = 0 → t = a 0 := by
    intro t ht
    have h : (chainPoly a c 2).eval t = (t - a 0) ^ 2 - c 1 := by
      simp [chainPoly, ha]
      ring
    have h2 : (t - a 0) ^ 2 = 0 := le_antisymm (by linarith) (sq_nonneg _)
    exact sub_eq_zero.1 (pow_eq_zero_iff two_ne_zero |>.1 h2)
  rw [key u hu, key v hv]

end TruncatedChain
```

```lean
#print axioms TruncatedChain.interlacing
#print axioms TruncatedChain.no_splitting
```

```
'TruncatedChain.interlacing' depends on axioms: [propext, Classical.choice, Quot.sound]
'TruncatedChain.no_splitting' depends on axioms: [propext, Classical.choice, Quot.sound]
```

## How the lemmas carry the argument

`chainPoly_monic` and `chainPoly_reflect` follow the recurrence by induction. `exists_pos_above` turns growth at infinity into a point beyond any given energy where the polynomial is positive. Applied to the reflected chain, it also supplies the point on the left.

`sign_of_product` is the count of levels below and above $y_j$. `increasing_of_steps` extends neighbour-by-neighbour ordering to the whole list. `eq_prod_of_roots` is the degree argument: distinct linear factors are coprime, so their product divides the polynomial, and two monic polynomials of equal degree must then agree.

The induction is `factor_and_alternate`, where `q` stands for $P_{n+2}$. Its step `hs` records the signs at the $y_j$. The step `ivt` is the intermediate value theorem with a sign factor `s`, so that one version serves both rising and falling crossings. `hroot` treats the leftmost, inner and rightmost intervals in turn, and `choose!` collects the roots into the list `z`.

`interlacing` reads the claim off the two lists. It first shows that consecutive roots carry the labels `i` and `i + 1`, since otherwise `y (i + 1)` would lie between them. It then compares labels to exclude every other root of $P_n$.

`no_splitting` treats equal energies with $c_1 \le 0$. There $P_2(x) = (x-a_0)^2 - c_1$, so a real root forces the square to vanish, and any two real roots coincide. Of the values allowed here, only $c_1 = 0$, the cut bond, can be a squared hopping $|t_1|^2$.
